# Valley band edges of a semiconducting Dirac-cone nanotube: periodic in the flux, linear in a weak axial field

Let a nanotube have diameter \(d>0\) and Dirac velocity \(v>0\), and let \(\tau=\pm1\) label its two valleys. An axial magnetic field \(B\) sends a flux \(\pi d^2B/4\) through the tube. In units of the flux quantum \(2\pi\hbar/e\), with \(e\) the elementary charge, this is
\[
\varphi=\frac{eBd^2}{8\hbar}.
\]
Energies are measured from the Dirac point. For real \(x\), write \(\operatorname{dist}(x,\mathbb Z)=|x-\operatorname{round}x|\), where \(\operatorname{round}x\) is an integer nearest to \(x\).

The model is a Dirac cone with free axial wavenumber \(q\) and quantised transverse wavenumber \(k_n\):
\[
\varepsilon_n(q)=\hbar v\sqrt{k_n^2+q^2},\qquad k_n=\frac2d\Bigl(n+\varphi-\frac\tau3\Bigr),\quad n\in\mathbb Z.
\]
The quantisation rule is postulated. It says that the phase \(\pi d\,k_n\) accumulated around the circumference is a multiple of \(2\pi\), shifted by the Aharonov–Bohm phase \(2\pi\varphi\) and by the offset \(-2\pi\tau/3\), which is present because the allowed wavenumbers of a semiconducting tube miss the Dirac point. The relative sign of the two shifts is a convention: it fixes which valley is labelled \(\tau=+1\).

## From the subbands to the band edge

The claim is that the lowest of these energies is
\[
E_\tau(\varphi)=\frac{2\hbar v}{d}\operatorname{dist}\Bigl(\varphi-\frac\tau3,\mathbb Z\Bigr).
\]
Since \(q^2\ge0\),
\[
\varepsilon_n(q)\ge\hbar v|k_n|=\frac{2\hbar v}{d}\Bigl|\varphi-\frac\tau3-(-n)\Bigr|\ge E_\tau(\varphi),
\]
because no integer is closer than the rounded one. Equality holds at \(q=0\), \(n=-\operatorname{round}(\varphi-\tau/3)\).

**Zeros and periods.** The distance vanishes only at integers, so \(E_\tau(\varphi)=0\) exactly when \(\varphi=\tau/3+m\) with \(m\in\mathbb Z\). An integer shift of \(\varphi\) leaves the distance unchanged, so every integer is a period. Conversely, a period \(T\) carries the zero \(\tau/3\) to the zero \(\tau/3+T\), which forces \(T\in\mathbb Z\).

**Valley exchange.** Since \(\varphi+\tau/3=-(-\varphi-\tau/3)\) and the distance is even, \(E_{-\tau}(\varphi)=E_\tau(-\varphi)\).

**Weak field.** As \(\tau^2=1\), we have \(|\varphi-\tau/3|=|\tau\varphi-1/3|\). If \(-1/6\le\tau\varphi\le1/3\), then \(\tau\varphi-1/3\) lies in \([-1/2,0]\), and the distance to \(\mathbb Z\) is \(1/3-\tau\varphi\). Inserting \(\varphi\) gives
\[
E_\tau=\frac{2\hbar v}{3d}-\frac{2\hbar v}{d}\,\tau\,\frac{eBd^2}{8\hbar}=\frac{2\hbar v}{3d}-\frac{\tau evd}{4}B .
\]
Zero field lies inside the window, so the derivative there is \(-\tau evd/4\). For \(|\varphi|\le1/6\) both valleys are in their windows, and subtraction gives \(E_--E_+=evdB/2\).

In this non-interacting, spinless model, minus the slope, \(-\partial E_\tau/\partial B=\tau evd/4\), is the orbital magnetic moment of the band-edge state in the linear window.

## Two flux values worked out

At \(\varphi=1/12\), the distances are \(1/3-1/12=1/4\) for \(\tau=1\) and \(1/3+1/12=5/12\) for \(\tau=-1\). Hence \(E_+=\hbar v/(2d)\) and \(E_-=5\hbar v/(6d)\), which differ by \(\hbar v/(3d)\). Here \(eB=2\hbar/(3d^2)\), so \(evdB/2\) is also \(\hbar v/(3d)\).

At \(\varphi=1/2\), the arguments \(1/6\) and \(5/6\) are both at distance \(1/6\) from an integer. The valleys are degenerate at \(\hbar v/(3d)\), and the linear formula no longer applies to either.

## The model in Lean

```lean
import Mathlib

open Set

namespace NanotubeFluxBandEdge

noncomputable section
```

The distance to the integers uses Mathlib's `round`.

```lean
/-- The distance from a real number to the nearest integer. -/
def distInt (x : ℝ) : ℝ := |x - round x|
```

The subband energy takes the integer `n` and the real axial wavenumber `q`. The valley label `τ` is any real number here; it is restricted to \(\pm1\) only where the weak-field results need it.

```lean
/-- Energy of the conduction subband `n` of valley `τ` at axial wavenumber `q`: a Dirac cone
with transverse wavenumber `(2/d)(n + φ - τ/3)`, where `φ` is the flux in flux quanta. -/
def subband (hbar v d τ φ : ℝ) (n : ℤ) (q : ℝ) : ℝ :=
  hbar * v * Real.sqrt ((2 / d * (n + φ - τ / 3)) ^ 2 + q ^ 2)
```

The band edge is defined by the closed formula, and its agreement with the subbands is a theorem below.

```lean
/-- The band edge of valley `τ` at flux `φ` for a tube of diameter `d`. -/
def bandEdge (hbar v d τ φ : ℝ) : ℝ := 2 * hbar * v / d * distInt (φ - τ / 3)
```

The flux is signed, and `e` may be any real number. With `e` positive, the signs are those used above.

```lean
/-- The flux of an axial field `B` through a tube of diameter `d`, in flux quanta. -/
def flux (hbar e d B : ℝ) : ℝ := e * B * d ^ 2 / (8 * hbar)
```

These definitions cover the conduction side of an ideal, infinitely long tube. Spin, curvature corrections and trigonal warping are absent, and the quantisation rule is not derived from a lattice.

## Two properties of the distance

Mathlib's `round_le` states that the rounded integer is at least as close as any other. Applied to the candidate `round y + k`, it shows that a shift cannot increase the distance; shifting back gives the reverse inequality.

```lean
/-- The distance to the integers is unchanged by an integer shift. -/
theorem distInt_add_int (x : ℝ) (m : ℤ) : distInt (x + m) = distInt x := by
  have key : ∀ (y : ℝ) (k : ℤ), distInt (y + k) ≤ distInt y := by
    intro y k
    have h := round_le (y + k) (round y + k)
    have e : y + (k : ℝ) - ((round y + k : ℤ) : ℝ) = y - round y := by
      push_cast; ring
    rw [e] at h
    exact h
  apply le_antisymm (key x m)
  have h := key (x + m) (-m)
  have e : x + (m : ℝ) + ((-m : ℤ) : ℝ) = x := by push_cast; ring
  rwa [e] at h
```

For \(|x|\le1/2\), comparison with the integer 0 gives one inequality. For the other, either `round x` is 0, or it has absolute value at least 1 and is therefore at least \(1/2\) away from \(x\).

```lean
/-- Within half a unit of zero, the distance to the integers is the absolute value. -/
theorem distInt_eq_abs {x : ℝ} (hx : |x| ≤ 1 / 2) : distInt x = |x| := by
  apply le_antisymm
  · have h := round_le x 0
    rw [Int.cast_zero, sub_zero] at h
    exact h
  · unfold distInt
    by_cases h0 : round x = 0
    · rw [h0, Int.cast_zero, sub_zero]
    · -- any other integer is at least one unit away from zero
      have h1 : (1 : ℝ) ≤ |((round x : ℤ) : ℝ)| := by
        exact_mod_cast Int.one_le_abs h0
      have h2 := abs_sub_abs_le_abs_sub ((round x : ℤ) : ℝ) x
      rw [abs_sub_comm] at h2
      linarith
```

## The minimum over all subbands

`IsLeast` says that the band edge belongs to the set of all subband energies and is a lower bound for it. The first part of the proof supplies the minimising pair \((n,q)\). The second drops \(q^2\) with `Real.abs_le_sqrt` and applies `round_le` to the integer `-n`.

```lean
/-- The band edge is the lowest energy among all subbands and all axial wavenumbers. -/
theorem bandEdge_isLeast {hbar v d : ℝ} (hh : 0 < hbar) (hv : 0 < v) (hd : 0 < d)
    (τ φ : ℝ) :
    IsLeast (range fun p : ℤ × ℝ => subband hbar v d τ φ p.1 p.2)
      (bandEdge hbar v d τ φ) := by
  have h2d : 0 < 2 / d := by positivity
  constructor
  · -- the minimum is reached at q = 0 in the subband nearest to the Dirac point
    refine ⟨(-round (φ - τ / 3), 0), ?_⟩
    have e : ((-round (φ - τ / 3) : ℤ) : ℝ) + φ - τ / 3
        = φ - τ / 3 - round (φ - τ / 3) := by
      push_cast; ring
    have z : ∀ a : ℝ, a ^ 2 + (0 : ℝ) ^ 2 = a ^ 2 := fun a => by ring
    change subband hbar v d τ φ (-round (φ - τ / 3)) 0 = _
    unfold subband bandEdge distInt
    rw [e, z, Real.sqrt_sq_eq_abs, abs_mul, abs_of_pos h2d]
    ring
  · rintro _ ⟨⟨n, q⟩, rfl⟩
    change _ ≤ subband hbar v d τ φ n q
    unfold subband bandEdge distInt
    have h1 := round_le (φ - τ / 3) (-n)
    have e : φ - τ / 3 - ((-n : ℤ) : ℝ) = n + φ - τ / 3 := by push_cast; ring
    rw [e] at h1
    have h2 : |2 / d * (n + φ - τ / 3)|
        ≤ Real.sqrt ((2 / d * (n + φ - τ / 3)) ^ 2 + q ^ 2) :=
      Real.abs_le_sqrt (by nlinarith [sq_nonneg q])
    rw [abs_mul, abs_of_pos h2d] at h2
    have h3 := (mul_le_mul_of_nonneg_left h1 h2d.le).trans h2
    have h4 := mul_le_mul_of_nonneg_left h3 (mul_pos hh hv).le
    refine le_trans (le_of_eq ?_) h4
    ring
```

## Gap closings, periods and valley exchange

The prefactor is nonzero, so a vanishing edge means a vanishing distance. The converse uses the integer shift.

```lean
/-- The band edge of valley `τ` vanishes exactly when the flux is `τ/3` modulo one
flux quantum. -/
theorem bandEdge_eq_zero_iff {hbar v d : ℝ} (hh : 0 < hbar) (hv : 0 < v) (hd : 0 < d)
    (τ φ : ℝ) : bandEdge hbar v d τ φ = 0 ↔ ∃ m : ℤ, φ = τ / 3 + m := by
  have hc : 2 * hbar * v / d ≠ 0 := by positivity
  unfold bandEdge
  constructor
  · intro h
    have h1 : |φ - τ / 3 - round (φ - τ / 3)| = 0 := (mul_eq_zero.1 h).resolve_left hc
    have h2 := abs_eq_zero.1 h1
    exact ⟨round (φ - τ / 3), by linarith⟩
  · rintro ⟨m, rfl⟩
    have e : τ / 3 + (m : ℝ) - τ / 3 = 0 + m := by ring
    rw [e, distInt_add_int, distInt_eq_abs (by norm_num), abs_zero, mul_zero]
```

`Function.Periodic` means \(E_\tau(\varphi+T)=E_\tau(\varphi)\) for every \(\varphi\). The proof follows the zero at \(\tau/3\), as above.

```lean
/-- The periods of the band edge as a function of flux are exactly the whole numbers of
flux quanta. -/
theorem bandEdge_periodic_iff {hbar v d : ℝ} (hh : 0 < hbar) (hv : 0 < v) (hd : 0 < d)
    (τ T : ℝ) : Function.Periodic (bandEdge hbar v d τ) T ↔ ∃ m : ℤ, T = m := by
  constructor
  · -- a period carries the zero at τ/3 to another zero
    intro h
    have h0 : bandEdge hbar v d τ (τ / 3) = 0 :=
      (bandEdge_eq_zero_iff hh hv hd τ _).2 ⟨0, by simp⟩
    have h1 := h (τ / 3)
    rw [h0] at h1
    obtain ⟨m, hm⟩ := (bandEdge_eq_zero_iff hh hv hd τ _).1 h1
    exact ⟨m, by linarith⟩
  · rintro ⟨m, rfl⟩ φ
    unfold bandEdge
    have e : φ + (m : ℝ) - τ / 3 = φ - τ / 3 + m := by ring
    rw [e, distInt_add_int]
```

The valley identity needs no positivity assumptions. Its inner `key` proves one inequality for reflection, and using it twice gives equality.

```lean
/-- Exchanging the valleys has the same effect on the band edge as reversing the flux. -/
theorem bandEdge_neg_valley (hbar v d τ φ : ℝ) :
    bandEdge hbar v d (-τ) φ = bandEdge hbar v d τ (-φ) := by
  have key : ∀ y : ℝ, distInt (-y) ≤ distInt y := by
    intro y
    have h := round_le (-y) (-round y)
    have e : -y - ((-round y : ℤ) : ℝ) = -(y - round y) := by push_cast; ring
    rw [e, abs_neg] at h
    exact h
  have e : φ - -τ / 3 = -(-φ - τ / 3) := by ring
  have h := key (-(-φ - τ / 3))
  rw [neg_neg] at h
  unfold bandEdge
  rw [e, le_antisymm (key _) h]
```

## The linear window and the slope at zero field

The two cases of `hτ` settle the sign inside the absolute value, `distInt_eq_abs` removes the rounding, and `field_simp` with `ring` converts flux to field.

```lean
/-- For `τ = ±1` and `-1/6 ≤ τφ ≤ 1/3` the band edge is exactly linear in the axial field. -/
theorem bandEdge_linear {hbar d τ : ℝ} (hh : 0 < hbar) (hd : 0 < d)
    (hτ : τ = 1 ∨ τ = -1) (v e B : ℝ) (h1 : -1 / 6 ≤ τ * flux hbar e d B)
    (h2 : τ * flux hbar e d B ≤ 1 / 3) :
    bandEdge hbar v d τ (flux hbar e d B)
      = 2 * hbar * v / (3 * d) + -(τ * e * v * d / 4) * B := by
  have key : distInt (flux hbar e d B - τ / 3) = 1 / 3 - τ * flux hbar e d B := by
    rcases hτ with rfl | rfl
    · have ha : |flux hbar e d B - 1 / 3| = 1 / 3 - 1 * flux hbar e d B := by
        rw [abs_of_nonpos (by linarith)]; ring
      rw [distInt_eq_abs (by rw [ha]; linarith), ha]
    · have ha : |flux hbar e d B - -1 / 3| = 1 / 3 - -1 * flux hbar e d B := by
        rw [abs_of_nonneg (by linarith)]; ring
      rw [distInt_eq_abs (by rw [ha]; linarith), ha]
  unfold bandEdge
  rw [key]
  unfold flux
  field_simp
  ring
```

`HasDerivAt` states that the derivative at \(B=0\) exists and has the given value. By continuity of the flux, all sufficiently small fields lie in the open window. There the edge equals a linear function, whose derivative it inherits.

```lean
/-- At zero field the band edge of valley `τ = ±1` changes with the axial field at the
rate `-τ e v d / 4`. -/
theorem bandEdge_hasDerivAt_zero {hbar d τ : ℝ} (hh : 0 < hbar) (hd : 0 < d)
    (hτ : τ = 1 ∨ τ = -1) (v e : ℝ) :
    HasDerivAt (fun B => bandEdge hbar v d τ (flux hbar e d B)) (-(τ * e * v * d / 4)) 0 := by
  have hc : Continuous fun B => τ * flux hbar e d B := by
    unfold flux
    fun_prop
  have h0 : τ * flux hbar e d 0 = 0 := by simp [flux]
  -- small fields stay inside the linear window
  have hev := (isOpen_Ioo (a := (-1 / 6 : ℝ)) (b := 1 / 3)).preimage hc |>.mem_nhds
    (show (0 : ℝ) ∈ _ by
      change τ * flux hbar e d 0 ∈ Ioo (-1 / 6 : ℝ) (1 / 3)
      rw [h0]
      constructor <;> norm_num)
  have hlin : HasDerivAt
      (fun B : ℝ => 2 * hbar * v / (3 * d) + -(τ * e * v * d / 4) * B)
      (-(τ * e * v * d / 4)) 0 :=
    (((hasDerivAt_id' (0 : ℝ)).const_mul (-(τ * e * v * d / 4))).const_add
      (2 * hbar * v / (3 * d))).congr_deriv (by ring)
  apply hlin.congr_of_eventuallyEq
  filter_upwards [hev] with B hB
  have hB' : -1 / 6 < τ * flux hbar e d B ∧ τ * flux hbar e d B < 1 / 3 := hB
  exact bandEdge_linear hh hd hτ v e B hB'.1.le hB'.2.le
```

The splitting follows by subtracting the linear formula for `τ = 1` from that for `τ = -1`. It is signed, so reversing the field reverses the order of the valleys.

```lean
/-- Up to one sixth of a flux quantum, the band edges of the two valleys differ by
exactly `e v d B / 2`. -/
theorem valley_splitting {hbar d : ℝ} (hh : 0 < hbar) (hd : 0 < d) (v e B : ℝ)
    (hB : |flux hbar e d B| ≤ 1 / 6) :
    bandEdge hbar v d (-1) (flux hbar e d B) - bandEdge hbar v d 1 (flux hbar e d B)
      = e * v * d * B / 2 := by
  obtain ⟨h1, h2⟩ := abs_le.1 hB
  rw [bandEdge_linear hh hd (Or.inr rfl) v e B (by linarith) (by linarith),
    bandEdge_linear hh hd (Or.inl rfl) v e B (by linarith) (by linarith)]
  ring

end

end NanotubeFluxBandEdge
```

```lean
#print axioms NanotubeFluxBandEdge.bandEdge_periodic_iff
#print axioms NanotubeFluxBandEdge.bandEdge_linear
#print axioms NanotubeFluxBandEdge.bandEdge_hasDerivAt_zero
#print axioms NanotubeFluxBandEdge.valley_splitting
```

```
'NanotubeFluxBandEdge.bandEdge_periodic_iff' depends on axioms: [propext, Classical.choice, Quot.sound]
'NanotubeFluxBandEdge.bandEdge_linear' depends on axioms: [propext, Classical.choice, Quot.sound]
'NanotubeFluxBandEdge.bandEdge_hasDerivAt_zero' depends on axioms: [propext, Classical.choice, Quot.sound]
'NanotubeFluxBandEdge.valley_splitting' depends on axioms: [propext, Classical.choice, Quot.sound]
```
